# For non-interacting electrons at fixed number, leaving the aufbau density matrix costs at least half the gap times the squared Frobenius distance

`energy_excess` compares two one-particle density matrices of equal trace, `P` and `P'`, both real symmetric idempotents of finite size, under one fixed matrix `F`, so the electrons do not interact. `P` commutes with `F`, and the quadratic form of `F` on unit vectors is at most `μ` on the range of `P` and at least `μ + g` on its kernel. The claim is that tr(`F P'`) exceeds tr(`F P`) by at least `g / 2` times the squared Frobenius norm of `P - P'`. The proof applies `trace_le_of_form_le` twice, to the occupied part that `P'` loses and to the virtual part it gains, then combines the two bounds using the equal traces.

Lean 4 with Mathlib refuses this proof:

```lean
import Mathlib

open Matrix

namespace EnergyExcess

noncomputable section

variable {n : Type*} [Fintype n]

/-- The Frobenius norm of a real square matrix. -/
def frob (A : Matrix n n ℝ) : ℝ := √(∑ i, ∑ j, A i j ^ 2)

/-- A one-particle density matrix with occupations 0 and 1: a real symmetric idempotent. -/
structure IsProjector (P : Matrix n n ℝ) : Prop where
  sym : Pᵀ = P
  idem : P * P = P

/-- The projector `P` commutes with `F`; the quadratic form of `F` is at most `μ` per unit
squared length on the range of `P` and at least `μ + g` on its kernel. -/
structure IsAufbau (F P : Matrix n n ℝ) (μ g : ℝ) : Prop where
  proj : IsProjector P
  comm : P * F = F * P
  occ : ∀ x : n → ℝ, P *ᵥ x = x → x ⬝ᵥ F *ᵥ x ≤ μ * (x ⬝ᵥ x)
  virt : ∀ x : n → ℝ, P *ᵥ x = 0 → (μ + g) * (x ⬝ᵥ x) ≤ x ⬝ᵥ F *ᵥ x

/-- The squared Frobenius norm is the trace of `Aᵀ A`. -/
theorem frob_sq (A : Matrix n n ℝ) : frob A ^ 2 = trace (Aᵀ * A) := by
  rw [frob, Real.sq_sqrt (by positivity), Finset.sum_comm]
  simp [Matrix.trace, Matrix.mul_apply, sq]

variable [DecidableEq n]

/-- If `F` commutes with a projector `R` and its quadratic form is at most `c` per unit squared
length on the range of `R`, then `tr (F R S) ≤ c tr (R S)` for every projector `S`. -/
theorem trace_le_of_form_le {F R S : Matrix n n ℝ} {c : ℝ} (hR : IsProjector R)
    (hS : IsProjector S) (hF : R * F = F * R)
    (hform : ∀ x : n → ℝ, R *ᵥ x = x → x ⬝ᵥ F *ᵥ x ≤ c * (x ⬝ᵥ x)) :
    trace (F * R * S) ≤ c * trace (R * S) := by
  -- the trace is a sum of quadratic forms over the columns of `R * S`
  have key : ∀ G : Matrix n n ℝ, R * G = G * R → trace (G * R * S) =
      ∑ j, (fun i => (R * S) i j) ⬝ᵥ G *ᵥ (fun i => (R * S) i j) := by
    intro G hG
    have h1 : trace (G * R * S) = trace ((R * S)ᵀ * (G * (R * S))) := by
      rw [transpose_mul, hR.sym, hS.sym, mul_assoc S R, trace_mul_comm S]
      congr 1
      calc G * R * S = G * (R * R) * (S * S) := by rw [hR.idem, hS.idem]
        _ = (G * R) * R * S * S := by simp only [mul_assoc]
        _ = (R * G) * R * S * S := by rw [hG]
        _ = R * (G * (R * S)) * S := by simp only [mul_assoc]
    rw [h1]
    rfl
  have k1 := key 1 (by simp)
  simp only [one_mul, one_mulVec] at k1
  have hRX : R * (R * S) = R * S := by rw [← mul_assoc, hR.idem]
  rw [key F hF, k1, Finset.mul_sum]
  refine Finset.sum_le_sum fun j _ => hform _ ?_
  funext i
  exact congrFun (congrFun hRX i) j

/-- Replacing the aufbau density `P` by another projector `P'` of equal trace raises the
energy `tr (F P)` by at least `g / 2` times the squared distance of the two. -/
theorem energy_excess {F P P' : Matrix n n ℝ} {μ g : ℝ} (h : IsAufbau F P μ g)
    (hP' : IsProjector P') (ht : trace P = trace P') :
    g / 2 * frob (P - P') ^ 2 ≤ trace (F * P') - trace (F * P) := by
  have compl : ∀ R : Matrix n n ℝ, IsProjector R → IsProjector (1 - R) := by
    intro R hR
    refine ⟨by rw [transpose_sub, transpose_one, hR.sym], ?_⟩
    rw [mul_sub, mul_one, sub_mul, one_mul, hR.idem, sub_self, sub_zero]
  have hc := h.comm
  -- the occupied part lost and the virtual part gained
  have a := trace_le_of_form_le h.proj (compl P' hP') hc h.occ
  have b := trace_le_of_form_le (F := -F) (c := -(μ + g)) (compl P h.proj) hP'
    (by simp only [sub_mul, mul_sub, one_mul, mul_one, mul_neg, neg_mul, hc])
    (by
      intro x hx
      rw [sub_mulVec, one_mulVec] at hx
      have hv := h.virt x (sub_eq_self.1 hx)
      rw [neg_mulVec, dotProduct_neg]
      linarith)
  have e1 : trace (-F * (1 - P) * P') = trace (F * P * P') - trace (F * P') := by
    rw [show -F * (1 - P) * P' = F * P * P' - F * P' by noncomm_ring, trace_sub]
  have e2 : frob (P - P') ^ 2 = trace P + trace P' - 2 * trace (P * P') := by
    rw [frob_sq, transpose_sub, h.proj.sym, hP'.sym,
      show (P - P') * (P - P') = P * P - P * P' - P' * P + P' * P' by noncomm_ring,
      h.proj.idem, hP'.idem, trace_add, trace_sub, trace_sub, trace_mul_comm P' P]
    ring
  rw [mul_sub, mul_one, trace_sub, mul_sub, mul_one, trace_sub, ht] at a
  rw [e1, sub_mul, one_mul, trace_sub] at b
  rw [e2, ht]
  nlinarith [a, b]

end

end EnergyExcess
```

Compiling this gives:

```
Main.lean:74:5: error: unsolved goals
n : Type u_1
inst✝¹ : Fintype n
inst✝ : DecidableEq n
F P P' : Matrix n n ℝ
μ g : ℝ
h : IsAufbau F P μ g
hP' : IsProjector P'
ht : P.trace = P'.trace
compl : ∀ (R : Matrix n n ℝ), IsProjector R → IsProjector (1 - R)
hc : P * F = F * P
a : (F * P * (1 - P')).trace ≤ μ * (P * (1 - P')).trace
⊢ -(F - F * P) = -F - -(F * P)
```

What went wrong. The error lies in the second use of `trace_le_of_form_le`, which needs a proof that `1 - P` commutes with `-F`. `simp only` multiplies out both sides and uses `hc` to turn `P * F` into `F * P`, so the commutation of `P` and `F` has already done its work. What remains is `-(F - F * P) = -F - -(F * P)`. On the left the minus sign stands outside the difference; on the right the product was split first and each term carries its own sign. The two sides are equal, but none of the listed lemmas takes a minus sign through a subtraction or cancels a double one, so `simp only` stops with the goal open.

The repair adds `abel` after `simp only`. It proves identities in commutative additive groups, and matrices form one under addition. With `F * P` treated as a single term, both sides come to `-F + F * P`, and the goal closes.

The mended proof, as a diff:

```diff
@@ -72,5 +72,7 @@
   have a := trace_le_of_form_le h.proj (compl P' hP') hc h.occ
   have b := trace_le_of_form_le (F := -F) (c := -(μ + g)) (compl P h.proj) hP'
-    (by simp only [sub_mul, mul_sub, one_mul, mul_one, mul_neg, neg_mul, hc])
+    (by
+      simp only [sub_mul, mul_sub, one_mul, mul_one, mul_neg, neg_mul, hc]
+      abel)
     (by
       intro x hx
```
